# Extrapolating C₆ from dispersion energies: each added distance reverses the sign of the error while positive higher terms remain

## One distance, then two

Two neutral atoms with spherical ground states attract each other at long range. Their dispersion energy, cut off after three terms, is

E(R) = −C₆/R⁶ − C₈/R⁸ − C₁₀/R¹⁰,

and C₆ is to be found from values of E at finite distances R. Take C₈ and C₁₀ positive. A single distance R₁ > 0 gives

−R₁⁶E(R₁) = C₆ + C₈/R₁² + C₁₀/R₁⁴,

which is too large. A second distance R₂ > R₁ allows C₈ to be eliminated. Multiplication by R⁸ turns the C₈ term into a constant,

R⁸E(R) = −C₆R² − C₈ − C₁₀/R²,

and the constant cancels in the difference:

R₁⁸E(R₁) − R₂⁸E(R₂) = C₆(R₂² − R₁²) − C₁₀(1/R₁² − 1/R₂²).

Since 1/R₁² − 1/R₂² = (R₂² − R₁²)/(R₁²R₂²), division by R₂² − R₁² gives

C₆ − C₁₀/(R₁²R₂²),

which is too small. The factor R⁸ matters: subtracting values of R⁶E instead would cancel C₆, the quantity wanted, and keep C₈.

## The intercept of a plot against 1/R²

One way to extract C₆ from computed interaction energies is to plot −R⁶E against 1/R² for a few large separations and read off the intercept at 1/R² = 0. The two-point estimate is the intercept of the straight line through two points. With the invented values C₆ = 10, C₈ = 200, C₁₀ = 5000 and distances 10 and 20, all in atomic units, the plotted values are 12.5 and 10.53125, and the line meets the axis at 9.875.

Suppose that the energies follow the finite series exactly, that its higher coefficients are positive and that it has more terms than there are points. The theorems below then give the direction of the bias in C₆ when it is read from the polynomial of lowest degree through all the points. They do not cover a least-squares fit with fewer parameters than points: a straight line fitted to three points is not the case n = 3. The positive coefficients stand for a physical fact about atoms with spherical ground states: in second order, C₈ and C₁₀ are sums, with positive factors, of integrals over products of multipole polarisabilities at imaginary frequency, which are positive.

## The statement for n distances

Let the series have N terms, with coefficients C₆₊₂ₖ for k = 0, …, N−1, and let s be a set of n ≥ 1 distinct positive distances. The estimate is the value at 1/R² = 0 of the polynomial in 1/R² of degree below n through the n values of −R⁶E. Two general theorems describe its error.

- `estimate_exact`: if N = n + 1, the error is exactly (−1)ⁿ⁺¹C₆₊₂ₙ/∏R², with the product over s. No coefficient need be positive.
- `estimate_error_sign`: if N > n and the coefficients from C₆₊₂ₙ on are positive, the error has the sign (−1)ⁿ⁺¹. The lower coefficients may have any sign.

In Lean, `C : ℕ → ℝ` is indexed by the power of R, so `C 8` is C₈ and the odd entries are unused. `dispersionEnergy C 3` is the three-term energy above. The distances form a `Finset ℝ`, which makes them distinct, and n is `s.card`. The expression `-R ^ 6` means −(R⁶).

The theorem `one_point_above_two_point_below` states the opening case: the one-point inequality, the two-point value, and that this value lies below C₆. `estimate_pair` identifies the two-point quotient with the general estimate for any energy curve.

The step left to the physics is that the energies used really follow such a finite series. The true long-range expansion does not stop after N terms, and beyond second order of perturbation theory it also contains odd powers, from 1/R¹¹ on. Charge overlap at short range, retardation at very long range and numerical noise break the assumption as well.

## Derivation by weighted inverse powers

For R in s, the Lagrange weight at 1/R² = 0 is

w(R) = ∏ (−1/S²)/(1/R² − 1/S²) = ∏ R²/(R² − S²),

with S running over the other distances. Define

Mₖ = Σ w(R)/R^(2k), summed over R in s.

Inserting the series into Σ w(R)(−R⁶E(R)) and exchanging the sums gives

estimate = Σ C₆₊₂ₖMₖ, summed over k = 0, …, N−1.

Interpolation reproduces a constant, so M₀ = 1.

Now add a new distance a, and mark the new quantities by a prime. An old distance R acquires one factor, w′(R) = w(R)R²/(R² − a²). In a²M′ₖ₊₁ − M′ₖ the term of a itself cancels, and each old R contributes

w′(R)(a² − R²)/R^(2k+2) = −w(R)/R^(2k).

Hence

a²M′ₖ₊₁ = M′ₖ − Mₖ.

Three consequences follow by induction on n.

**Vanishing: Mₖ = 0 for 0 < k < n.** For n = 1 there is nothing to show. In the step from n to n + 1, M′₀ − M₀ = 1 − 1 = 0 gives M′₁ = 0. Then take k = 1, …, n − 1 in turn: M′ₖ = 0 from the step before and Mₖ = 0 by the induction hypothesis, so M′ₖ₊₁ = 0.

**First survivor: Mₙ = (−1)ⁿ⁺¹/∏R².** For one distance a, M₁ = 1/a². In the step, M′ₙ = 0, so a²M′ₙ₊₁ = −Mₙ: one new factor 1/a² and one change of sign.

**Sign: (−1)ⁿ⁺¹Mₖ > 0 for k ≥ n.** For one distance, Mₖ = 1/a^(2k) > 0. In the step, multiply the recurrence by (−1)ⁿ⁺²:

a²(−1)ⁿ⁺²M′ₖ₊₁ = (−1)ⁿ⁺²M′ₖ + (−1)ⁿ⁺¹Mₖ.

For k ≥ n the last term is positive. The one before it is zero at k = n and positive afterwards, by a second induction on k.

The error is therefore

estimate − C₆ = Σ C₆₊₂ₖMₖ, summed over k = n, …, N−1.

With positive coefficients every term has the sign (−1)ⁿ⁺¹; with N = n + 1 only the first survivor remains.

## The Lean file

```lean
import Mathlib

open Finset

namespace DispersionExtrapolation

noncomputable section

/-- Dispersion energy with `N` terms, `-C₆/R⁶ - C₈/R⁸ - …`, at a distance `R ≠ 0`. -/
def dispersionEnergy (C : ℕ → ℝ) (N : ℕ) (R : ℝ) : ℝ :=
  -∑ k ∈ range N, C (6 + 2 * k) / R ^ (6 + 2 * k)

/-- Weight of the distance `R` in the extrapolation from a set `s` of distinct positive
distances. -/
def weight (s : Finset ℝ) (R : ℝ) : ℝ :=
  ∏ S ∈ s.erase R, R ^ 2 / (R ^ 2 - S ^ 2)

/-- Estimate of `C₆` from the energies `E` at the positive distances in `s`: the weighted sum
of `-R⁶ E(R)`. -/
def estimate (s : Finset ℝ) (E : ℝ → ℝ) : ℝ :=
  ∑ R ∈ s, weight s R * (-R ^ 6 * E R)

/-- Weighted sum of `1/R^(2k)` over the positive distances in `s`. -/
def inverseMoment (s : Finset ℝ) (k : ℕ) : ℝ :=
  ∑ R ∈ s, weight s R / R ^ (2 * k)

/-- For a nonempty set of positive distances the weights add up to one. -/
theorem inverseMoment_zero {s : Finset ℝ} (hs : ∀ R ∈ s, 0 < R) (hne : s.Nonempty) :
    inverseMoment s 0 = 1 := by
  have inj : Set.InjOn (fun R : ℝ => 1 / R ^ 2) (s : Set ℝ) := by
    intro R hR S hS h
    have h' : R ^ 2 = S ^ 2 := by simpa using h
    exact (pow_left_inj₀ (hs R hR).le (hs S hS).le two_ne_zero).1 h'
  -- the Lagrange basis in the variable 1/R² sums to one; evaluate it at 1/R² = 0
  have h := congrArg (Polynomial.eval 0) (Lagrange.sum_basis inj hne)
  rw [Polynomial.eval_finsetSum, Polynomial.eval_one] at h
  rw [← h]
  unfold inverseMoment
  refine sum_congr rfl fun R hR => ?_
  rw [mul_zero, pow_zero, div_one, Lagrange.basis, Polynomial.eval_prod]
  refine prod_congr rfl fun S hS => ?_
  obtain ⟨hSR, hS⟩ := mem_erase.1 hS
  have hR0 := (hs R hR).ne'
  have hS0 := (hs S hS).ne'
  have hxy : 1 / R ^ 2 - 1 / S ^ 2 ≠ 0 :=
    sub_ne_zero.2 fun e => hSR (inj hR hS e).symm
  have hd : R ^ 2 - S ^ 2 ≠ 0 := fun e =>
    hSR ((pow_left_inj₀ (hs R hR).le (hs S hS).le two_ne_zero).1 (sub_eq_zero.1 e)).symm
  simp only [Lagrange.basisDivisor, Polynomial.eval_mul, Polynomial.eval_C,
    Polynomial.eval_sub, Polynomial.eval_X]
  rw [eq_comm, inv_mul_eq_iff_eq_mul₀ hxy]
  field_simp
  ring

/-- Recurrence for the weighted sums when a new positive distance `a` is added to a set of
positive distances. -/
theorem inverseMoment_insert {s : Finset ℝ} {a : ℝ} (ha : a ∉ s) (ha0 : 0 < a)
    (hs : ∀ R ∈ s, 0 < R) (k : ℕ) :
    a ^ 2 * inverseMoment (insert a s) (k + 1)
      = inverseMoment (insert a s) k - inverseMoment s k := by
  have e : 2 * (k + 1) = 2 * k + 2 := by ring
  have h1 : a ^ 2 * (weight (insert a s) a / a ^ (2 * (k + 1)))
      = weight (insert a s) a / a ^ (2 * k) := by
    rw [e, pow_add a (2 * k) 2]
    field_simp
  have h2 : a ^ 2 * ∑ R ∈ s, weight (insert a s) R / R ^ (2 * (k + 1))
      = ∑ R ∈ s, weight (insert a s) R / R ^ (2 * k) - ∑ R ∈ s, weight s R / R ^ (2 * k) := by
    rw [mul_sum, ← sum_sub_distrib]
    refine sum_congr rfl fun R hR => ?_
    have hne : a ≠ R := fun h => ha (h ▸ hR)
    have hR0 := (hs R hR).ne'
    have hd : R ^ 2 - a ^ 2 ≠ 0 := fun h =>
      hne ((pow_left_inj₀ (hs R hR).le ha0.le two_ne_zero).1 (sub_eq_zero.1 h)).symm
    -- the old weight acquires one new factor
    have hw : weight (insert a s) R = R ^ 2 / (R ^ 2 - a ^ 2) * weight s R := by
      unfold weight
      rw [erase_insert_of_ne hne, prod_insert (fun h => ha (mem_of_mem_erase h))]
    rw [hw, e, pow_add R (2 * k) 2]
    field_simp
    ring
  unfold inverseMoment
  rw [sum_insert ha, sum_insert ha]
  linear_combination h1 + h2

/-- With `n` positive distances the weighted sums of `1/R^(2k)` vanish for `0 < k < n`. -/
theorem inverseMoment_eq_zero {s : Finset ℝ} (hs : ∀ R ∈ s, 0 < R) :
    ∀ k, 1 ≤ k → k < s.card → inverseMoment s k = 0 := by
  induction s using Finset.induction_on with
  | empty => intro k _ h; simp at h
  | insert a s ha ih =>
    intro k hk hks
    have ha0 := hs a (mem_insert_self a s)
    have hs' : ∀ R ∈ s, 0 < R := fun R h => hs R (mem_insert_of_mem h)
    rw [card_insert_of_notMem ha] at hks
    induction k with
    | zero => omega
    | succ j ihj =>
      have hrec := inverseMoment_insert ha ha0 hs' j
      have h0 : inverseMoment (insert a s) j - inverseMoment s j = 0 := by
        rcases Nat.eq_zero_or_pos j with rfl | hj
        · rw [inverseMoment_zero hs (insert_nonempty a s),
            inverseMoment_zero hs' (card_pos.1 (by omega)), sub_self]
        · rw [ihj hj (by omega), ih hs' j hj (by omega), sub_zero]
      rw [h0] at hrec
      exact (mul_eq_zero.1 hrec).resolve_left (pow_pos ha0 2).ne'

/-- With `n ≥ 1` positive distances the weighted sum of `1/R^(2n)` is `(-1)^(n+1)` divided by
the product of all `R²`. -/
theorem inverseMoment_card {s : Finset ℝ} (hs : ∀ R ∈ s, 0 < R) (hne : s.Nonempty) :
    inverseMoment s s.card = (-1) ^ (s.card + 1) / ∏ R ∈ s, R ^ 2 := by
  induction s using Finset.induction_on with
  | empty => simp at hne
  | insert a s ha ih =>
    have ha0 := hs a (mem_insert_self a s)
    have hs' : ∀ R ∈ s, 0 < R := fun R h => hs R (mem_insert_of_mem h)
    rcases s.eq_empty_or_nonempty with rfl | h
    · simp [inverseMoment, weight]
    · have hP : ∏ R ∈ s, R ^ 2 ≠ 0 := (prod_pos fun R hR => pow_pos (hs' R hR) 2).ne'
      have hrec := inverseMoment_insert ha ha0 hs' s.card
      rw [inverseMoment_eq_zero hs s.card h.card_pos
        (by rw [card_insert_of_notMem ha]; omega), ih hs' h] at hrec
      rw [card_insert_of_notMem ha, prod_insert ha,
        eq_div_iff (mul_ne_zero (pow_pos ha0 2).ne' hP), ← mul_assoc,
        mul_comm _ (a ^ 2), hrec, sub_mul, div_mul_cancel₀ _ hP]
      ring

/-- With `n ≥ 1` positive distances the weighted sum of `1/R^(2k)` has the sign `(-1)^(n+1)`
for every `k ≥ n`. -/
theorem inverseMoment_sign {s : Finset ℝ} (hs : ∀ R ∈ s, 0 < R) (hne : s.Nonempty) :
    ∀ k, s.card ≤ k → 0 < (-1) ^ (s.card + 1) * inverseMoment s k := by
  induction s using Finset.induction_on with
  | empty => simp at hne
  | insert a s ha ih =>
    intro k hk
    have ha0 := hs a (mem_insert_self a s)
    have hs' : ∀ R ∈ s, 0 < R := fun R h => hs R (mem_insert_of_mem h)
    rw [card_insert_of_notMem ha] at hk ⊢
    rcases s.eq_empty_or_nonempty with rfl | h
    · have h1 : inverseMoment (insert a ∅) k = 1 / a ^ (2 * k) := by
        simp [inverseMoment, weight]
      rw [h1, card_empty, show ((-1 : ℝ)) ^ (0 + 1 + 1) = 1 by norm_num, one_mul]
      positivity
    · induction k with
      | zero => omega
      | succ j ihj =>
        have h2 := ih hs' h j (by omega)
        have h1 : 0 ≤ (-1) ^ (s.card + 1 + 1) * inverseMoment (insert a s) j := by
          rcases Nat.lt_or_ge j (s.card + 1) with hj | hj
          · have := h.card_pos
            rw [inverseMoment_eq_zero hs j (by omega)
              (by rw [card_insert_of_notMem ha]; exact hj), mul_zero]
          · exact (ihj hj).le
        -- both terms of the recurrence carry the same sign
        have h3 : a ^ 2 * ((-1) ^ (s.card + 1 + 1) * inverseMoment (insert a s) (j + 1))
            = (-1) ^ (s.card + 1 + 1) * inverseMoment (insert a s) j
              + (-1) ^ (s.card + 1) * inverseMoment s j := by
          linear_combination (-1) ^ (s.card + 1 + 1) * inverseMoment_insert ha ha0 hs' j
        exact (mul_pos_iff_of_pos_left (pow_pos ha0 2)).1 (by rw [h3]; linarith)

/-- At positive distances, the estimate is the sum of the dispersion coefficients, each times
its weighted sum of inverse powers. -/
theorem estimate_eq (C : ℕ → ℝ) {s : Finset ℝ} (hs : ∀ R ∈ s, 0 < R) (N : ℕ) :
    estimate s (dispersionEnergy C N)
      = ∑ k ∈ range N, C (6 + 2 * k) * inverseMoment s k := by
  unfold estimate inverseMoment dispersionEnergy
  simp only [neg_mul_neg, mul_sum]
  rw [sum_comm]
  refine sum_congr rfl fun k _ => sum_congr rfl fun R hR => ?_
  have hR0 := (hs R hR).ne'
  rw [pow_add R 6 (2 * k)]
  field_simp

/-- If the series has one term more than the `n ≥ 1` positive distances, the estimate differs
from `C₆` by `(-1)^(n+1)` times the last coefficient over the product of all `R²`. -/
theorem estimate_exact (C : ℕ → ℝ) {s : Finset ℝ} (hs : ∀ R ∈ s, 0 < R) (hne : s.Nonempty) :
    estimate s (dispersionEnergy C (s.card + 1))
      = C 6 + C (6 + 2 * s.card) * ((-1) ^ (s.card + 1) / ∏ R ∈ s, R ^ 2) := by
  have h0 : ∑ k ∈ range s.card, C (6 + 2 * k) * inverseMoment s k = C 6 := by
    rw [sum_eq_single 0]
    · rw [inverseMoment_zero hs hne, mul_zero, add_zero, mul_one]
    · intro k hk hk0
      rw [inverseMoment_eq_zero hs k (Nat.pos_of_ne_zero hk0) (mem_range.1 hk), mul_zero]
    · intro h
      exact absurd (mem_range.2 hne.card_pos) h
  rw [estimate_eq C hs, sum_range_succ, h0, inverseMoment_card hs hne]

/-- For `n ≥ 1` positive distances and a series with more than `n` terms, whose coefficients
from `C₆₊₂ₙ` on are positive, the error of the estimate of `C₆` has the sign `(-1)^(n+1)`. -/
theorem estimate_error_sign (C : ℕ → ℝ) {s : Finset ℝ} (hs : ∀ R ∈ s, 0 < R)
    (hne : s.Nonempty) {N : ℕ} (hN : s.card < N)
    (hC : ∀ k, s.card ≤ k → k < N → 0 < C (6 + 2 * k)) :
    0 < (-1) ^ (s.card + 1) * (estimate s (dispersionEnergy C N) - C 6) := by
  have hc := hne.card_pos
  obtain ⟨m, rfl⟩ : ∃ m, N = m + 1 := ⟨N - 1, by omega⟩
  rw [estimate_eq C hs, sum_range_succ', inverseMoment_zero hs hne, mul_zero, add_zero,
    mul_one, add_sub_cancel_right, mul_sum]
  have hpos : ∀ i, i < m → s.card ≤ i + 1 →
      0 < (-1) ^ (s.card + 1) * (C (6 + 2 * (i + 1)) * inverseMoment s (i + 1)) := by
    intro i hi hk
    rw [mul_left_comm]
    exact mul_pos (hC _ hk (by omega)) (inverseMoment_sign hs hne _ hk)
  refine sum_pos' (fun i hi => ?_)
    ⟨s.card - 1, mem_range.2 (by omega), hpos _ (by omega) (by omega)⟩
  rcases Nat.lt_or_ge (i + 1) s.card with h | h
  · rw [inverseMoment_eq_zero hs _ (by omega) h, mul_zero, mul_zero]
  · exact (hpos i (mem_range.1 hi) h).le

/-- For two distances `0 < R₁ < R₂` and any energy curve, the estimate is the quotient
`(R₁⁸E(R₁) - R₂⁸E(R₂))/(R₂² - R₁²)`. -/
theorem estimate_pair (E : ℝ → ℝ) {R₁ R₂ : ℝ} (h₁ : 0 < R₁) (h₂ : R₁ < R₂) :
    estimate {R₁, R₂} E = (R₁ ^ 8 * E R₁ - R₂ ^ 8 * E R₂) / (R₂ ^ 2 - R₁ ^ 2) := by
  have hne : R₁ ≠ R₂ := h₂.ne
  have hd : R₂ ^ 2 - R₁ ^ 2 ≠ 0 := by
    have : 0 < R₂ ^ 2 - R₁ ^ 2 := by nlinarith
    exact this.ne'
  have w₁ : weight {R₁, R₂} R₁ = R₁ ^ 2 / (R₁ ^ 2 - R₂ ^ 2) := by
    unfold weight
    rw [erase_insert (by simpa using hne), prod_singleton]
  have w₂ : weight {R₁, R₂} R₂ = R₂ ^ 2 / (R₂ ^ 2 - R₁ ^ 2) := by
    unfold weight
    rw [pair_comm, erase_insert (by simpa using hne.symm), prod_singleton]
  unfold estimate
  rw [sum_pair hne, w₁, w₂, show R₁ ^ 2 - R₂ ^ 2 = -(R₂ ^ 2 - R₁ ^ 2) by ring, div_neg]
  ring

/-- For `E = -C₆/R⁶ - C₈/R⁸ - C₁₀/R¹⁰` with `C₈, C₁₀ > 0` and `0 < R₁ < R₂`, the one-point
estimate exceeds `C₆`, and the two-point estimate equals `C₆ - C₁₀/(R₁²R₂²)`, below `C₆`. -/
theorem one_point_above_two_point_below (C : ℕ → ℝ) (h8 : 0 < C 8) (h10 : 0 < C 10)
    {R₁ R₂ : ℝ} (h₁ : 0 < R₁) (h₂ : R₁ < R₂) :
    C 6 < -R₁ ^ 6 * dispersionEnergy C 3 R₁ ∧
    (R₁ ^ 8 * dispersionEnergy C 3 R₁ - R₂ ^ 8 * dispersionEnergy C 3 R₂)
      / (R₂ ^ 2 - R₁ ^ 2) = C 6 - C 10 / (R₁ ^ 2 * R₂ ^ 2) ∧
    C 6 - C 10 / (R₁ ^ 2 * R₂ ^ 2) < C 6 := by
  have hR₂ : 0 < R₂ := h₁.trans h₂
  have hE : ∀ R, dispersionEnergy C 3 R = -(C 6 / R ^ 6 + C 8 / R ^ 8 + C 10 / R ^ 10) := by
    intro R
    simp [dispersionEnergy, sum_range_succ]
  have hd : R₂ ^ 2 - R₁ ^ 2 ≠ 0 := by
    have : 0 < R₂ ^ 2 - R₁ ^ 2 := by nlinarith
    exact this.ne'
  refine ⟨?_, ?_, ?_⟩
  · have h : -R₁ ^ 6 * dispersionEnergy C 3 R₁ = C 6 + (C 8 / R₁ ^ 2 + C 10 / R₁ ^ 4) := by
      rw [hE]
      field_simp
      ring
    have hp : 0 < C 8 / R₁ ^ 2 + C 10 / R₁ ^ 4 := by positivity
    linarith
  · -- multiplication by R⁸ makes the C₈ term constant, so it drops out of the difference
    rw [hE, hE, div_eq_iff hd]
    field_simp
    ring
  · have hp : 0 < C 10 / (R₁ ^ 2 * R₂ ^ 2) := by positivity
    linarith

end

end DispersionExtrapolation
```

```lean
#print axioms DispersionExtrapolation.estimate_exact
#print axioms DispersionExtrapolation.estimate_error_sign
#print axioms DispersionExtrapolation.estimate_pair
#print axioms DispersionExtrapolation.one_point_above_two_point_below
```

```
'DispersionExtrapolation.estimate_exact' depends on axioms: [propext, Classical.choice, Quot.sound]
'DispersionExtrapolation.estimate_error_sign' depends on axioms: [propext, Classical.choice, Quot.sound]
'DispersionExtrapolation.estimate_pair' depends on axioms: [propext, Classical.choice, Quot.sound]
'DispersionExtrapolation.one_point_above_two_point_below' depends on axioms: [propext, Classical.choice, Quot.sound]
```

## From the recurrence to the error in Lean

The sums Mₖ are called `inverseMoment s k`, a name local to this file. `inverseMoment_zero` proves M₀ = 1 from Mathlib's `Lagrange.sum_basis`, evaluated at zero. That lemma needs distinct nodes, so the proof first shows that R ↦ 1/R² is injective on positive distances. It then matches each Lagrange factor with R²/(R² − S²).

`inverseMoment_insert` is the recurrence. Its `h1` treats the term of the new distance, `h2` the old ones with their extra factor `hw`, and `linear_combination h1 + h2` adds them.

`inverseMoment_eq_zero`, `inverseMoment_card` and `inverseMoment_sign` are the three consequences, each by `Finset.induction_on`, which adds one distance at a time. The first and third contain the inner induction on k. In the third, `h3` is the recurrence multiplied by the sign.

`estimate_eq` exchanges the two sums with `sum_comm`. `estimate_exact` splits off the last term of the series and uses the vanishing sums to reduce the rest to C₆. `estimate_error_sign` splits off the k = 0 term instead, which cancels C₆. The remaining signed terms are nonnegative, and the one with k = n is positive, so `sum_pos'` gives a positive total.

`estimate_pair` computes the two weights explicitly. The last theorem does not use the general ones: it expands the three-term energy in `hE` and repeats the opening algebra with `field_simp` and `ring`, while `positivity` supplies the signs of the error terms.
